# The second-order Welch bound for unit vectors, with equality exactly for 2-designs

How evenly can $n$ pure states of a $d$-level system be spread over state space? To put this question formally, we model the states as functions $v_i:\kappa\to\mathbb C$ on a finite basis `κ` with $d$ elements, labelled by a finite type `ι` with $n$ elements. Normalisation is the explicit hypothesis `star (v i) ⬝ᵥ v i = 1`, where the first factor is conjugated. As the measure of evenness we take the following sum, where a smaller value counts as a more even spread:
$$F=\sum_{i,j}|\langle v_i,v_j\rangle|^4 .$$
The result is $d(d+1)F\ge 2n^2$, the two-copy member of the family of Welch bounds. For $d\ge1$ this is $F\ge 2n^2/(d(d+1))$. For given $n$ and $d$ there need not be a family that attains equality.

In Lean 4 with Mathlib:

```lean
import Mathlib

open Matrix
open scoped Kronecker

namespace WelchTwoDesign

noncomputable section

variable {ι κ : Type*} [Fintype ι] [Fintype κ] [DecidableEq κ]
```

## Two copies and their symmetric subspace

Two copies have the basis `κ × κ`. The exchange operator $X$ has entries $X_{pq}=1$ if swapping the pair $p$ gives $q$, and $0$ otherwise.

```lean
/-- The operator that exchanges the two copies of a system with basis `κ`. -/
def exchange (κ : Type*) [DecidableEq κ] : Matrix (κ × κ) (κ × κ) ℂ :=
  Matrix.of fun p q => if p.swap = q then 1 else 0
```

The symmetric projector is $P=\tfrac12(1+X)$.

```lean
/-- The symmetric projector, half the sum of the identity and the exchange operator. -/
def symProj (κ : Type*) [DecidableEq κ] : Matrix (κ × κ) (κ × κ) ℂ :=
  (1 / 2 : ℂ) • (1 + exchange κ)
```

Two copies of a state $v$ give the operator $(vv^\dagger)\otimes(vv^\dagger)$, whose entries are $v_a v_b\bar v_c\bar v_e$ in row $(a,b)$ and column $(c,e)$.

```lean
/-- The two-copy operator `(v vᴴ) ⊗ (v vᴴ)` of a vector `v`, which need not be normalised. -/
def pairState (v : κ → ℂ) : Matrix (κ × κ) (κ × κ) ℂ :=
  vecMulVec v (star v) ⊗ₖ vecMulVec v (star v)
```

Their sum is $S=\sum_i (v_iv_i^\dagger)\otimes(v_iv_i^\dagger)$. It is not divided by $n$, so `moment` is $n$ times the usual ensemble average.

```lean
/-- The second moment of a family of vectors: the sum of their two-copy operators. -/
def moment (v : ι → κ → ℂ) : Matrix (κ × κ) (κ × κ) ℂ := ∑ i, pairState (v i)
```

The frame potential $F$ is likewise an unnormalised sum, with the terms $i=j$ included.

```lean
/-- The second frame potential, the sum of `|⟨v_i, v_j⟩|⁴` over all pairs. -/
def framePotential (v : ι → κ → ℂ) : ℝ := ∑ i, ∑ j, ‖star (v i) ⬝ᵥ v j‖ ^ 4
```

A 2-design is a family with $S=aP$ for some complex $a$. Unlike the textbook term, `IsTwoDesign` does not itself require unit vectors; the theorems below add that.

```lean
/-- A family is a 2-design when its second moment is a multiple of the symmetric projector. -/
def IsTwoDesign (v : ι → κ → ℂ) : Prop := ∃ a : ℂ, moment v = a • symProj κ
```

## The projector and its trace

Left multiplication by $X$ swaps the row index: $(XA)_{pq}=A_{\mathrm{swap}(p),q}$.

```lean
/-- Multiplying by the exchange operator from the left swaps the two copies in the row index. -/
theorem exchange_mul_apply (A : Matrix (κ × κ) (κ × κ) ℂ) (p q : κ × κ) :
    (exchange κ * A) p q = A p.swap q := by
  simp only [Matrix.mul_apply, exchange, Matrix.of_apply, ite_mul, one_mul, zero_mul,
    Finset.sum_ite_eq, Finset.mem_univ, if_true]
```

Swapping is its own inverse, so $X^\dagger=X$ and $X^2=1$. Hence $P^\dagger=P$ and
$$P^2=\tfrac14(1+2X+X^2)=\tfrac12(1+X)=P .$$

```lean
/-- The symmetric projector is Hermitian and idempotent. -/
theorem symProj_isProjector :
    (symProj κ)ᴴ = symProj κ ∧ symProj κ * symProj κ = symProj κ := by
  constructor
  · have hX : (exchange κ)ᴴ = exchange κ := by
      ext p q
      have hs : q.swap = p ↔ p.swap = q :=
        ⟨by rintro rfl; simp, by rintro rfl; simp⟩
      simp only [conjTranspose_apply, exchange, Matrix.of_apply, hs]
      split_ifs <;> simp
    have h2 : star (1 / 2 : ℂ) = 1 / 2 := by simp
    rw [symProj, conjTranspose_smul, conjTranspose_add, conjTranspose_one, hX, h2]
  · -- exchanging twice does nothing
    have hX : exchange κ * exchange κ = 1 := by
      ext p q
      rw [exchange_mul_apply]
      simp only [exchange, Matrix.of_apply, Prod.swap_swap, Matrix.one_apply]
    have h2 : (1 + exchange κ) * (1 + exchange κ) = (2 : ℂ) • (1 + exchange κ) := by
      rw [mul_add, add_mul, add_mul, hX, one_mul, one_mul, mul_one]
      module
    rw [symProj, smul_mul_assoc, mul_smul_comm, h2]
    module
```

The diagonal of $X$ has a $1$ at each pair $(a,a)$, so $\operatorname{tr}X=d$ and $\operatorname{tr}P=\tfrac12(d^2+d)$.

```lean
/-- The trace of the symmetric projector is `d(d+1)/2`, where `d` is the number of elements of `κ`.
-/
theorem trace_symProj :
    (symProj κ).trace = (Fintype.card κ : ℂ) * (Fintype.card κ + 1) / 2 := by
  have hX : (exchange κ).trace = (Fintype.card κ : ℂ) := by
    have hs : ∀ i j : κ, (j = i ∧ i = j) ↔ i = j :=
      fun i j => ⟨And.right, fun h => ⟨h.symm, h⟩⟩
    simp only [Matrix.trace, diag_apply, exchange, Matrix.of_apply, Fintype.sum_prod_type,
      Prod.swap_prod_mk, Prod.mk.injEq, hs]
    simp
  rw [symProj, trace_smul, trace_add, trace_one, hX, Fintype.card_prod, smul_eq_mul]
  push_cast
  ring
```

## Three facts about the second moment

The entries $v_av_b\bar v_c\bar v_e$ do not change under $a\leftrightarrow b$. So $XS=S$, and $PS=\tfrac12(S+S)=S$.

```lean
/-- The second moment of any family of vectors is supported on the symmetric subspace. -/
theorem symProj_mul_moment (v : ι → κ → ℂ) : symProj κ * moment v = moment v := by
  have hX : exchange κ * moment v = moment v := by
    rw [moment, Finset.mul_sum]
    refine Finset.sum_congr rfl fun i _ => ?_
    ext p q
    rw [exchange_mul_apply]
    simp only [pairState, kroneckerMap_apply, vecMulVec_apply, Prod.fst_swap, Prod.snd_swap]
    ring
  rw [symProj, smul_mul_assoc, add_mul, one_mul, hX]
  module
```

The trace of a Kronecker product is the product of the traces, so $\operatorname{tr}S=\sum_i\langle v_i,v_i\rangle^2=n$.

```lean
omit [DecidableEq κ] in
/-- The second moment of `n` unit vectors has trace `n`. -/
theorem trace_moment {v : ι → κ → ℂ} (h : ∀ i, star (v i) ⬝ᵥ v i = 1) :
    (moment v).trace = (Fintype.card ι : ℂ) := by
  have h1 : ∀ i, (vecMulVec (v i) (star (v i))).trace = 1 := by
    intro i
    rw [← h i]
    simp only [Matrix.trace, diag_apply, vecMulVec_apply, dotProduct]
    exact Finset.sum_congr rfl fun k _ => mul_comm _ _
  simp only [moment, trace_sum, pairState, trace_kronecker, h1]
  simp
```

For one copy, $\operatorname{tr}(uu^\dagger ww^\dagger)=|\langle u,w\rangle|^2$. Two copies square this, and summing over all pairs gives $\operatorname{tr}S^2=F$.

```lean
omit [DecidableEq κ] in
/-- The trace of the squared second moment is the second frame potential. -/
theorem trace_moment_sq (v : ι → κ → ℂ) :
    (moment v * moment v).trace = (framePotential v : ℂ) := by
  have key : ∀ u w : κ → ℂ, (pairState u * pairState w).trace
      = ((‖star u ⬝ᵥ w‖ ^ 4 : ℝ) : ℂ) := by
    intro u w
    -- on one copy the trace is the squared overlap
    have h1 : (vecMulVec u (star u) * vecMulVec w (star w)).trace
        = (star u ⬝ᵥ w) * star (star u ⬝ᵥ w) := by
      simp only [Matrix.trace, diag_apply, Matrix.mul_apply, vecMulVec_apply, dotProduct,
        star_sum, Finset.sum_mul_sum, Pi.star_apply, star_mul', star_star]
      rw [Finset.sum_comm]
      exact Finset.sum_congr rfl fun i _ => Finset.sum_congr rfl fun j _ => by ring
    have h2 : (star u ⬝ᵥ w) * star (star u ⬝ᵥ w) = ((‖star u ⬝ᵥ w‖ ^ 2 : ℝ) : ℂ) := by
      rw [Complex.sq_norm]
      exact Complex.mul_conj _
    rw [pairState, pairState, ← mul_kronecker_mul, trace_kronecker, h1, h2]
    push_cast
    ring
  rw [moment, Finset.sum_mul_sum]
  simp only [trace_sum, key, framePotential, Complex.ofReal_sum]
```

## The bound as a squared distance

Write $D=d(d+1)$ and $M=DS-2nP$. Since $M$ is Hermitian, its squared Frobenius norm is
$$\operatorname{tr}M^2=D^2F-4nD\operatorname{tr}(SP)+4n^2\operatorname{tr}P .$$
With $\operatorname{tr}(SP)=\operatorname{tr}(PS)=n$ and $\operatorname{tr}P=D/2$ this becomes
$$\operatorname{tr}M^2=D^2F-4n^2D+2n^2D=D(DF-2n^2).$$
In the proof, `hn` identifies the trace of $MM^\dagger$ with the sum of the squared absolute values of the entries, and `ring` collects the terms.

```lean
/-- For `n` unit vectors in dimension `d`, the squared Frobenius distance between `d(d+1)` times
the second moment and `2n` times the symmetric projector is `d(d+1) (d(d+1) F - 2n²)`, with `F`
the second frame potential. -/
theorem frobenius_distance {v : ι → κ → ℂ} (h : ∀ i, star (v i) ⬝ᵥ v i = 1) :
    ∑ p, ∑ q, ‖(((Fintype.card κ : ℂ) * (Fintype.card κ + 1)) • moment v
        - (2 * (Fintype.card ι : ℂ)) • symProj κ) p q‖ ^ 2
      = (Fintype.card κ : ℝ) * (Fintype.card κ + 1) *
        ((Fintype.card κ : ℝ) * (Fintype.card κ + 1) * framePotential v
          - 2 * (Fintype.card ι : ℝ) ^ 2) := by
  have hn : ∀ M : Matrix (κ × κ) (κ × κ) ℂ,
      (M * Mᴴ).trace = ((∑ p, ∑ q, ‖M p q‖ ^ 2 : ℝ) : ℂ) := by
    intro M
    simp only [Matrix.trace, diag_apply, Matrix.mul_apply, conjTranspose_apply,
      Complex.ofReal_sum, Complex.sq_norm]
    exact Finset.sum_congr rfl fun p _ => Finset.sum_congr rfl fun q _ => Complex.mul_conj _
  have hS : (moment v)ᴴ = moment v := by
    rw [moment, conjTranspose_sum]
    refine Finset.sum_congr rfl fun i _ => ?_
    ext p q
    simp only [conjTranspose_apply, pairState, kroneckerMap_apply, vecMulVec_apply,
      Pi.star_apply, star_mul', star_star]
    ring
  have hD : star ((Fintype.card κ : ℂ) * (Fintype.card κ + 1))
      = (Fintype.card κ : ℂ) * (Fintype.card κ + 1) := by simp
  have hN : star (2 * (Fintype.card ι : ℂ)) = 2 * (Fintype.card ι : ℂ) := by simp [mul_comm]
  have hSP : (moment v * symProj κ).trace = (Fintype.card ι : ℂ) := by
    rw [trace_mul_comm, symProj_mul_moment, trace_moment h]
  apply Complex.ofReal_injective
  -- expand the square and insert the four traces
  rw [← hn, conjTranspose_sub, conjTranspose_smul, conjTranspose_smul, hS,
    symProj_isProjector.1, hD, hN]
  simp only [sub_mul, mul_sub, smul_mul_assoc, mul_smul_comm, trace_sub, trace_smul,
    smul_eq_mul, hSP, symProj_mul_moment, symProj_isProjector.2, trace_moment h,
    trace_moment_sq, trace_symProj]
  push_cast
  ring
```

Take the basis states of a qubit, so $n=d=2$, $F=2$ and $D=6$. The matrix $6S-4P$ has diagonal $(2,-2,-2,2)$ and two off-diagonal entries $-2$. Its squared norm is $6\cdot4=24$, and the formula gives $6(12-8)=24$. The inequality is strict, so an orthonormal qubit basis is not a 2-design. Still, no two qubit states have a smaller $F$, because the terms $i=j$ alone add up to $2$.

For $d\ge1$ we have $D>0$, and a squared norm is nonnegative, so $DF\ge2n^2$. If equality holds, every entry of $M$ vanishes and $S=(2n/D)P$. Conversely, let $S=aP$. The trace gives $n=aD/2$, and $S^2=aPS=aS$ gives $F=an$, so $DF=n\,aD=2n^2$. The code treats $d=0$ separately: no unit vectors exist there, so $n=0$.

```lean
/-- Second-order Welch bound: for `n` unit vectors in dimension `d`, `d(d+1)` times the sum of
`|⟨v_i, v_j⟩|⁴` is at least `2n²`, with equality exactly for 2-designs. -/
theorem welch_bound {v : ι → κ → ℂ} (h : ∀ i, star (v i) ⬝ᵥ v i = 1) :
    2 * (Fintype.card ι : ℝ) ^ 2
        ≤ (Fintype.card κ : ℝ) * (Fintype.card κ + 1) * framePotential v ∧
    ((Fintype.card κ : ℝ) * (Fintype.card κ + 1) * framePotential v
        = 2 * (Fintype.card ι : ℝ) ^ 2 ↔ IsTwoDesign v) := by
  rcases isEmpty_or_nonempty κ with hκ | hκ
  · -- in dimension zero there are no unit vectors
    have hι : IsEmpty ι := ⟨fun i => by have := h i; simp [dotProduct] at this⟩
    exact ⟨by simp, fun _ => ⟨0, by ext p; exact isEmptyElim p.1⟩, fun _ => by simp⟩
  have hd : (0 : ℝ) < Fintype.card κ := by exact_mod_cast Fintype.card_pos
  have hfrob := frobenius_distance h
  refine ⟨?_, fun hE => ?_, ?_⟩
  · by_contra hlt
    have hneg := mul_neg_of_pos_of_neg (mul_pos hd (by linarith : (0 : ℝ) < Fintype.card κ + 1))
      (sub_neg.mpr (not_le.mp hlt))
    rw [← hfrob] at hneg
    exact absurd hneg (not_lt_of_ge (by positivity))
  · -- equality makes the Frobenius distance vanish
    rw [hE, sub_self, mul_zero] at hfrob
    have hM : ((Fintype.card κ : ℂ) * (Fintype.card κ + 1)) • moment v
        = (2 * (Fintype.card ι : ℂ)) • symProj κ := by
      refine sub_eq_zero.mp ?_
      ext p q
      have hp := (Finset.sum_eq_zero_iff_of_nonneg (fun p _ => by positivity)).mp hfrob p
        (Finset.mem_univ p)
      have hq := (Finset.sum_eq_zero_iff_of_nonneg (fun q _ => by positivity)).mp hp q
        (Finset.mem_univ q)
      exact norm_eq_zero.mp ((pow_eq_zero_iff two_ne_zero).mp hq)
    have hD : (Fintype.card κ : ℂ) * (Fintype.card κ + 1) ≠ 0 := by
      exact_mod_cast (Nat.mul_pos Fintype.card_pos (Nat.succ_pos (Fintype.card κ))).ne'
    refine ⟨((Fintype.card κ : ℂ) * (Fintype.card κ + 1))⁻¹ * (2 * (Fintype.card ι : ℂ)), ?_⟩
    rw [mul_smul, ← hM, smul_smul, inv_mul_cancel₀ hD, one_smul]
  · rintro ⟨a, ha⟩
    have ht := trace_moment h
    rw [ha, trace_smul, trace_symProj, smul_eq_mul] at ht
    have hSS : moment v * moment v = a • moment v := by
      calc moment v * moment v = (a • symProj κ) * moment v := by rw [← ha]
        _ = a • moment v := by rw [smul_mul_assoc, symProj_mul_moment]
    have hF : (framePotential v : ℂ) = a * (Fintype.card ι : ℂ) := by
      rw [← trace_moment_sq, hSS, trace_smul, trace_moment h, smul_eq_mul]
    apply Complex.ofReal_injective
    push_cast
    rw [hF]
    linear_combination 2 * (Fintype.card ι : ℂ) * ht
```

For a non-empty 2-design of unit vectors, the plain average of a quantity quadratic in the projector $vv^\dagger$ equals its uniform average over all pure states. This rests on a standard fact that is not proved here: the uniform average of $(vv^\dagger)\otimes(vv^\dagger)$ over all pure states is $(2/D)P$. An example is the fidelity between the output of a noisy gate, modelled as a linear map on density matrices, and the output of the ideal unitary gate for the same input $v$. Its average over all pure inputs can therefore be computed from finitely many input states.

## Two families that reach the bound

Suppose $n=d^2$ and all distinct pairs have squared overlap $1/(d+1)$, a SIC (symmetric informationally complete) configuration. Then
$$F=d^2+\frac{d^2(d^2-1)}{(d+1)^2}=\frac{2d^3}{d+1},\qquad DF=2d^4=2n^2 .$$
The family is therefore a 2-design. Its existence in a given dimension is a hypothesis here.

```lean
/-- In dimension `d`, any `d²` unit vectors whose distinct pairs all have squared overlap
`1/(d+1)` form a 2-design. -/
theorem sic_isTwoDesign {v : ι → κ → ℂ} (h : ∀ i, star (v i) ⬝ᵥ v i = 1)
    (hcard : Fintype.card ι = Fintype.card κ ^ 2)
    (hov : ∀ i j, i ≠ j → ‖star (v i) ⬝ᵥ v j‖ ^ 2 = 1 / ((Fintype.card κ : ℝ) + 1)) :
    IsTwoDesign v := by
  classical
  obtain ⟨t, ht⟩ : ∃ t : ℝ, t = 1 / ((Fintype.card κ : ℝ) + 1) := ⟨_, rfl⟩
  have hx : ((Fintype.card κ : ℝ) + 1) * t = 1 := by
    rw [ht]
    exact mul_one_div_cancel (by positivity)
  have hterm : ∀ i j, ‖star (v i) ⬝ᵥ v j‖ ^ 4 = t ^ 2 + if i = j then 1 - t ^ 2 else 0 := by
    intro i j
    by_cases hij : i = j
    · subst hij
      rw [h i, if_pos rfl, norm_one]
      ring
    · rw [if_neg hij, add_zero, ← (hov i j hij).trans ht.symm]
      ring
  -- the frame potential saturates the Welch bound
  refine (welch_bound h).2.mp ?_
  simp only [framePotential, hterm, Finset.sum_add_distrib, Finset.sum_ite_eq,
    Finset.mem_univ, if_true, Finset.sum_const, Finset.card_univ, nsmul_eq_mul, hcard]
  push_cast
  linear_combination (Fintype.card κ : ℝ) ^ 3 * ((Fintype.card κ : ℝ) - 1) *
    (((Fintype.card κ : ℝ) + 1) * t + 1) * hx
```

The second family, which is not a SIC, is the set of six Pauli eigenstates of a qubit. The common factor $(1+\mathrm i)/2$, where $\mathrm i$ is the imaginary unit, replaces $1/\sqrt2$ in four of them, which changes only a global phase.

```lean
/-- Six qubit states: the eigenvectors of the three Pauli matrices, with phases chosen so that
all entries are Gaussian rationals. -/
def pauliStates : Fin 6 → Fin 2 → ℂ :=
  ![![1, 0], ![0, 1], ![⟨1/2, 1/2⟩, ⟨1/2, 1/2⟩], ![⟨1/2, 1/2⟩, ⟨-1/2, -1/2⟩],
    ![⟨1/2, 1/2⟩, ⟨-1/2, 1/2⟩], ![⟨1/2, 1/2⟩, ⟨1/2, -1/2⟩]]
```

Each state has overlap $1$ with itself, $0$ with its partner and squared overlap $\tfrac12$ with the other four. So $F=6(1+4\cdot\tfrac14)=12$, and $6\cdot12=72=2\cdot6^2$. Equality gives $S=aP$, and the traces $6=3a$ fix $a=2$.

```lean
/-- The six Pauli eigenstates are normalised, and their second moment is twice the symmetric
projector. -/
theorem pauliStates_witness : (∀ i, star (pauliStates i) ⬝ᵥ pauliStates i = 1) ∧
    moment pauliStates = (2 : ℂ) • symProj (Fin 2) := by
  have hu : ∀ i, star (pauliStates i) ⬝ᵥ pauliStates i = 1 := by
    intro i
    fin_cases i <;>
      norm_num [pauliStates, dotProduct, Fin.sum_univ_two, Complex.ext_iff]
  have h4 : ∀ z : ℂ, ‖z‖ ^ 4 = (z.re * z.re + z.im * z.im) ^ 2 := by
    intro z
    rw [← Complex.normSq_apply, ← Complex.sq_norm]
    ring
  have hF : framePotential pauliStates = 12 := by
    -- read off the six states, then evaluate all overlaps
    have p0 : pauliStates 0 = ![1, 0] := rfl
    have p1 : pauliStates 1 = ![0, 1] := rfl
    have p2 : pauliStates 2 = ![⟨1/2, 1/2⟩, ⟨1/2, 1/2⟩] := rfl
    have p3 : pauliStates 3 = ![⟨1/2, 1/2⟩, ⟨-1/2, -1/2⟩] := rfl
    have p4 : pauliStates 4 = ![⟨1/2, 1/2⟩, ⟨-1/2, 1/2⟩] := rfl
    have p5 : pauliStates 5 = ![⟨1/2, 1/2⟩, ⟨1/2, -1/2⟩] := rfl
    simp only [framePotential, h4, Fin.sum_univ_six, dotProduct, Fin.sum_univ_two,
      Pi.star_apply, p0, p1, p2, p3, p4, p5]
    norm_num
  obtain ⟨a, ha⟩ := (welch_bound hu).2.mp (by rw [hF]; norm_num [Fintype.card_fin])
  -- the trace fixes the multiple
  have ht := trace_moment hu
  rw [ha, trace_smul, trace_symProj, smul_eq_mul, Fintype.card_fin, Fintype.card_fin] at ht
  push_cast at ht
  have h2 : a = 2 := by linear_combination ht / 3
  exact ⟨hu, by rw [ha, h2]⟩

end

end WelchTwoDesign
```

```lean
#print axioms WelchTwoDesign.welch_bound
#print axioms WelchTwoDesign.sic_isTwoDesign
```

```
'WelchTwoDesign.welch_bound' depends on axioms: [propext, Classical.choice, Quot.sound]
'WelchTwoDesign.sic_isTwoDesign' depends on axioms: [propext, Classical.choice, Quot.sound]
```
